# Effective charges that do not sum to zero lift the acoustic zero mode in a one-component lattice model

## Does a leftover total charge remove the zero-frequency mode?

Before I add the macroscopic-field term to a phonon calculation at q → 0, I correct the computed Born effective charges so that they sum to zero over the cell. I would like to know precisely what happens if I skip that correction.

Take one displacement component per atom, with masses M_k > 0 and charges Z_k. The short-range dynamical matrix D0 is positive semidefinite, and its only zero modes are the uniform translations. The field adds c z zᵀ, where z_k = Z_k/√M_k and c > 0. My claim is that the translation stays at zero frequency if the charges sum to zero, and that otherwise every mode has a positive squared frequency, the lowest being at most c(∑ Z_k)²/∑ M_k. Can this be proved rigorously, with a proof that a machine has checked?

## For a nonzero total charge, the lowest squared frequency is positive and at most a constant times the squared charge

Yes. The argument needs two scalar products, one energy formula and the Rayleigh principle.

### The energy of a displacement in the field

Write Q = ∑ Z_k for the total charge and D = D0 + c z zᵀ for the full matrix. In mass-weighted coordinates the uniform translation is the vector u with components u_k = √M_k. Then

u·u = ∑ √M_k √M_k = ∑ M_k

z·u = ∑ (Z_k/√M_k) √M_k = ∑ Z_k = Q

For any displacement x, the matrix z zᵀ gives (z·x) z, so

D x = D0 x + c (z·x) z

x·D x = x·D0 x + c (z·x)²

The quadratic form x·D x is twice the harmonic energy; for short, it is called the energy below. Since D0 u = 0, the translation obeys

D u = c Q z

u·D u = c Q²

If Q = 0, the first line gives D u = 0. Conversely, if D u = 0, the second gives c Q² = 0, and hence Q = 0 because c > 0.

Now let Q ≠ 0 and x ≠ 0. Both terms of x·D x are non-negative. If x·D0 x > 0, the energy is positive. If x·D0 x = 0, write the positive semidefinite matrix as D0 = BᵀB. Then |B x|² = 0, so B x = 0 and D0 x = 0. By the assumption on the zero modes, x = a u for some number a, and a ≠ 0 because x ≠ 0. Therefore

x·D x = c a² Q² > 0

and D is positive definite.

There is at least one atom, since Q ≠ 0, so the real symmetric matrix D has a lowest eigenvalue λ. With an eigenvector v ≠ 0,

0 < v·D v = λ v·v

which gives λ > 0. For the upper bound, consider D − λ1, where 1 is the identity matrix. It is symmetric, and its eigenvalues are those of D reduced by λ, so none is negative and the matrix is positive semidefinite. Taking u as the trial vector gives

0 ≤ u·(D − λ1) u = c Q² − λ ∑ M_k

and so

0 < λ ≤ c Q²/∑ M_k

Because λ is a squared frequency, the spurious frequency is at most |Q| √(c/∑ M_k). For a phonon calculation this means that, within the harmonic model with one component per atom, a small error in the charge sum produces an error in the lowest frequency as q → 0 that is at most linear in it.

### What the Lean statements assume and conclude

The atoms are labelled by a finite type `n`, and `M` and `Z` are real functions on it. The vectors u and z are `translation M` and `weightedCharge M Z`, and D is `dynMatrix D0 M Z c`. The total charge appears as `∑ k, Z k`.

The predicate `IsAcoustic M D0` holds the assumption on the short-range matrix. Short-range here means the matrix at q = 0 without the macroscopic field, not the remainder after a dipole-dipole sum has been subtracted. Its first half, `D0.PosSemidef`, includes symmetry and says that the lattice without the field is stable. Its second half says that D0 x = 0 exactly when x is a multiple of u. Physically, this combines the acoustic sum rule for the force constants with the absence of any other zero mode. Both halves are assumed, not derived from an electronic-structure calculation. The theorem `isAcoustic_witness` shows that a concrete lattice satisfies them: two atoms of masses 1 and 4, joined by a spring of constant 4.

The constant `c` stands for the strength of the macroscopic field that a polarization creates along the chosen direction. In Gaussian units it is 4π/(Ω ε∞), with Ω the cell volume and ε∞ the electronic dielectric constant along that direction; if the Z_k are given as multiples of the elementary charge e, it is 4πe²/(Ω ε∞). The file asks only that it be positive.

An eigenvalue is a real number l with a nonzero real vector v such that A v = l v; `eigenvalueSet A` collects these numbers. `IsLeast` says that a number belongs to the set and that no member lies below it. The conclusions are these:

- `translation_zero_mode_iff`: D u = 0 if and only if the charges sum to zero.
- `posDef_of_charged`: if the sum is nonzero, D is positive definite.
- `spurious_acoustic_gap`: if the sum is nonzero, a least eigenvalue exists, is positive and is at most c(∑ Z_k)²/∑ M_k.

For neutral charges the statement concerns the translation itself; the energy formula also shows that no eigenvalue can then be negative.

The model has one displacement component per atom, scalar charges and a real matrix for one fixed direction of approach to q = 0. It does not treat charge tensors or the dispersion at finite q. The restriction to one component matters for positive definiteness: in a three-dimensional crystal D0 has three independent translations, and a dimension count, which I have not formalised, shows that a single rank-one field term leaves at least two zero modes.

```lean
import Mathlib

open Matrix

namespace SpuriousAcousticGap

noncomputable section

variable {n : Type*} [Fintype n]

/-- The mass-weighted uniform translation, with components `√M_k`. -/
def translation (M : n → ℝ) : n → ℝ := fun k => √(M k)

/-- The mass-weighted charges `Z_k / √M_k`, for positive masses. -/
def weightedCharge (M Z : n → ℝ) : n → ℝ := fun k => Z k / √(M k)

/-- The short-range dynamical matrix is positive semidefinite, and its zero modes are exactly
the multiples of the uniform translation. -/
def IsAcoustic (M : n → ℝ) (D0 : Matrix n n ℝ) : Prop :=
  D0.PosSemidef ∧ ∀ x, D0 *ᵥ x = 0 ↔ ∃ a : ℝ, x = a • translation M

/-- The dynamical matrix `D0 + c z zᵀ` with the macroscopic-field term of strength `c`. -/
def dynMatrix (D0 : Matrix n n ℝ) (M Z : n → ℝ) (c : ℝ) : Matrix n n ℝ :=
  D0 + c • vecMulVec (weightedCharge M Z) (weightedCharge M Z)

/-- The real eigenvalues of a matrix; for a dynamical matrix, the squared frequencies of its modes.
-/
def eigenvalueSet (A : Matrix n n ℝ) : Set ℝ := {l | ∃ v, v ≠ 0 ∧ A *ᵥ v = l • v}

variable {M Z : n → ℝ} {D0 A : Matrix n n ℝ} {c l : ℝ}

/-- For positive masses, the squared length of the translation is the total mass, and its overlap
with the weighted charges is the total charge. -/
theorem translation_overlaps (hM : ∀ k, 0 < M k) :
    translation M ⬝ᵥ translation M = ∑ k, M k ∧
      weightedCharge M Z ⬝ᵥ translation M = ∑ k, Z k :=
  ⟨Finset.sum_congr rfl fun k _ => Real.mul_self_sqrt (hM k).le,
    Finset.sum_congr rfl fun k _ => div_mul_cancel₀ (Z k) (Real.sqrt_pos.2 (hM k)).ne'⟩

/-- The full dynamical matrix sends a displacement `x` to `D0 x` plus a field term along the
weighted charges `z`, with coefficient `c (z · x)`. -/
theorem dynMatrix_mulVec (x : n → ℝ) : dynMatrix D0 M Z c *ᵥ x =
    D0 *ᵥ x + (c * (weightedCharge M Z ⬝ᵥ x)) • weightedCharge M Z := by
  ext i
  simp only [dynMatrix, Matrix.mulVec, dotProduct, Matrix.add_apply, Matrix.smul_apply,
    Matrix.vecMulVec_apply, smul_eq_mul, Pi.add_apply, Pi.smul_apply, add_mul,
    Finset.sum_add_distrib, Finset.mul_sum, Finset.sum_mul]
  congr 1
  exact Finset.sum_congr rfl fun j _ => by ring

/-- The quadratic form `x · D x` (twice the harmonic energy) is the short-range form `x · D0 x` plus
`c (z · x)²`. -/
theorem energy (x : n → ℝ) : x ⬝ᵥ (dynMatrix D0 M Z c *ᵥ x) =
    x ⬝ᵥ (D0 *ᵥ x) + c * (weightedCharge M Z ⬝ᵥ x) ^ 2 := by
  rw [dynMatrix_mulVec, dotProduct_add, dotProduct_smul, smul_eq_mul,
    dotProduct_comm x (weightedCharge M Z)]
  ring

/-- For positive masses, `c > 0` and a short-range matrix satisfying `IsAcoustic`, the full
dynamical matrix sends the uniform translation to zero exactly when the total charge vanishes. -/
theorem translation_zero_mode_iff (hM : ∀ k, 0 < M k) (hD : IsAcoustic M D0) (hc : 0 < c) :
    dynMatrix D0 M Z c *ᵥ translation M = 0 ↔ ∑ k, Z k = 0 := by
  have h0 : D0 *ᵥ translation M = 0 := (hD.2 _).2 ⟨1, (one_smul _ _).symm⟩
  constructor
  · intro h
    have e := energy (D0 := D0) (M := M) (Z := Z) (c := c) (translation M)
    rw [h, h0, dotProduct_zero, zero_add, (translation_overlaps hM).2] at e
    exact pow_eq_zero_iff (two_ne_zero) |>.1 ((mul_eq_zero.1 e.symm).resolve_left hc.ne')
  · intro h
    rw [dynMatrix_mulVec, h0, (translation_overlaps hM).2, h, mul_zero, zero_smul, add_zero]

/-- For positive masses, `c > 0` and a short-range matrix satisfying `IsAcoustic`, a nonzero total
charge makes the full dynamical matrix positive definite. -/
theorem posDef_of_charged (hM : ∀ k, 0 < M k) (hD : IsAcoustic M D0) (hc : 0 < c)
    (hQ : ∑ k, Z k ≠ 0) : (dynMatrix D0 M Z c).PosDef := by
  refine Matrix.posDef_iff_dotProduct_mulVec.2 ⟨Matrix.IsHermitian.ext fun i j => ?_, ?_⟩
  · have h := hD.1.isHermitian.apply i j
    simp only [star_trivial] at h
    simp only [dynMatrix, star_trivial, Matrix.add_apply, Matrix.smul_apply,
      Matrix.vecMulVec_apply, smul_eq_mul]
    linear_combination h
  · intro x hx
    have h1 := hD.1.dotProduct_mulVec_nonneg x
    have h2 := hD.1.dotProduct_mulVec_zero_iff x
    rw [star_trivial] at h1 h2 ⊢
    rw [energy]
    rcases h1.lt_or_eq with h | h
    · positivity
    · -- no short-range energy: `x` is a translation, which carries a net polarization
      obtain ⟨a, rfl⟩ := (hD.2 x).1 (h2.1 h.symm)
      have ha : a ≠ 0 := fun h => hx (by rw [h, zero_smul])
      rw [← h, dotProduct_smul, (translation_overlaps hM).2, smul_eq_mul, zero_add]
      have := mul_ne_zero ha hQ
      positivity

variable [DecidableEq n]

/-- Shifting a matrix down by `l` subtracts `l x` from its action on `x`. -/
theorem shift_mulVec (x : n → ℝ) :
    (A - l • (1 : Matrix n n ℝ)) *ᵥ x = A *ᵥ x - l • x := by
  simp [Matrix.sub_mulVec, Matrix.smul_mulVec]

/-- Each value in the spectral decomposition of a real symmetric matrix is the eigenvalue of a
nonzero mode. -/
theorem eigenvalues_mem (hA : A.IsHermitian) (j : n) : hA.eigenvalues j ∈ eigenvalueSet A := by
  refine ⟨(hA.eigenvectorBasis j).ofLp, fun h => ?_, hA.mulVec_eigenvectorBasis j⟩
  apply hA.eigenvectorBasis.orthonormal.ne_zero j
  ext i
  exact congrFun h i

/-- Rayleigh principle: a real symmetric matrix shifted down by its lowest eigenvalue is positive
semidefinite. -/
theorem shifted_posSemidef (hA : A.IsHermitian) (hl : IsLeast (eigenvalueSet A) l) :
    (A - l • (1 : Matrix n n ℝ)).PosSemidef := by
  have hB : (A - l • (1 : Matrix n n ℝ)).IsHermitian := by
    change (A - l • (1 : Matrix n n ℝ))ᴴ = _
    rw [conjTranspose_sub, conjTranspose_smul, conjTranspose_one, hA.eq, star_trivial]
  refine hB.posSemidef_iff_eigenvalues_nonneg.2 fun j => ?_
  change (0 : ℝ) ≤ hB.eigenvalues j
  obtain ⟨w, hw, hv⟩ := eigenvalues_mem hB j
  rw [shift_mulVec] at hv
  have := hl.2 (show hB.eigenvalues j + l ∈ eigenvalueSet A from
    ⟨w, hw, by rw [add_smul]; exact sub_eq_iff_eq_add.1 hv⟩)
  linarith

/-- Spurious acoustic gap: for positive masses, `c > 0`, a short-range matrix satisfying
`IsAcoustic` and nonzero total charge, the full dynamical matrix has a lowest eigenvalue, which is
positive and at most `c (∑ Z)² / ∑ M`. -/
theorem spurious_acoustic_gap (hM : ∀ k, 0 < M k) (hD : IsAcoustic M D0) (hc : 0 < c)
    (hQ : ∑ k, Z k ≠ 0) : ∃ l, IsLeast (eigenvalueSet (dynMatrix D0 M Z c)) l ∧
      0 < l ∧ l ≤ c * (∑ k, Z k) ^ 2 / ∑ k, M k := by
  obtain ⟨k, -, -⟩ := Finset.exists_ne_zero_of_sum_ne_zero hQ
  have hP := posDef_of_charged hM hD hc hQ
  -- the spectrum is finite and nonempty, so a lowest eigenvalue exists
  have hfin : (eigenvalueSet (dynMatrix D0 M Z c)).Finite :=
    (Module.End.finite_hasEigenvalue (Matrix.mulVecLin (dynMatrix D0 M Z c))).subset (by
      rintro m ⟨v, hv, h⟩
      exact Module.End.hasEigenvalue_of_hasEigenvector (x := v)
        ⟨Module.End.mem_eigenspace_iff.2 h, hv⟩)
  obtain ⟨l, hl, hmin⟩ := Set.exists_min_image _ id hfin ⟨_, eigenvalues_mem hP.isHermitian k⟩
  have hleast : IsLeast (eigenvalueSet (dynMatrix D0 M Z c)) l := ⟨hl, fun b hb => hmin b hb⟩
  refine ⟨l, hleast, ?_, ?_⟩
  · obtain ⟨v, hv, h⟩ := hl
    have hp := hP.dotProduct_mulVec_pos hv
    rw [star_trivial, h, dotProduct_smul, smul_eq_mul] at hp
    have hvv : 0 ≤ v ⬝ᵥ v := Finset.sum_nonneg fun i _ => mul_self_nonneg (v i)
    by_contra hneg
    exact absurd hp (not_lt_of_ge (mul_nonpos_of_nonpos_of_nonneg (not_lt.1 hneg) hvv))
  · -- the uniform translation is the trial vector
    have hr := (shifted_posSemidef hP.isHermitian hleast).dotProduct_mulVec_nonneg (translation M)
    have h0 : D0 *ᵥ translation M = 0 := (hD.2 _).2 ⟨1, (one_smul _ _).symm⟩
    rw [star_trivial, shift_mulVec, dotProduct_sub, dotProduct_smul, energy, h0, dotProduct_zero,
      (translation_overlaps (Z := Z) hM).1, (translation_overlaps hM).2, smul_eq_mul] at hr
    rw [le_div_iff₀ (Finset.sum_pos (fun k _ => hM k) ⟨k, Finset.mem_univ k⟩)]
    linarith


/-- Two atoms of masses 1 and 4 joined by a spring of constant 4 have a short-range dynamical
matrix of the required kind. -/
theorem isAcoustic_witness : IsAcoustic ![1, 4] !![4, -2; -2, 1] := by
  have e : ∀ x : Fin 2 → ℝ, !![4, -2; -2, 1] *ᵥ x = ![4 * x 0 - 2 * x 1, -2 * x 0 + x 1] := by
    intro x
    ext i
    fin_cases i <;> simp [Matrix.mulVec, dotProduct, Fin.sum_univ_succ]
    ring
  have h4 : √(4 : ℝ) = 2 := by
    rw [show (4 : ℝ) = 2 ^ 2 by norm_num]
    exact Real.sqrt_sq (by norm_num)
  have hs : translation ![1, 4] = ![1, 2] := by
    ext i
    fin_cases i
    · exact Real.sqrt_one
    · exact h4
  refine ⟨Matrix.PosSemidef.of_dotProduct_mulVec_nonneg ?_ fun x => ?_, fun x => ?_⟩
  · refine Matrix.IsHermitian.ext fun i j => ?_
    fin_cases i <;> fin_cases j <;> simp
  · have h : star x ⬝ᵥ (!![4, -2; -2, 1] *ᵥ x) = (2 * x 0 - x 1) ^ 2 := by
      rw [e, star_trivial, dotProduct, Fin.sum_univ_two]
      change x 0 * (4 * x 0 - 2 * x 1) + x 1 * (-2 * x 0 + x 1) = _
      ring
    rw [h]
    positivity
  · rw [hs, e]
    constructor
    · intro h
      have h1 : -2 * x 0 + x 1 = 0 := congrFun h 1
      refine ⟨x 0, ?_⟩
      ext i
      fin_cases i
      · change x 0 = x 0 * 1
        ring
      · change x 1 = x 0 * 2
        linarith
    · rintro ⟨a, rfl⟩
      ext i
      fin_cases i
      · change 4 * (a * 1) - 2 * (a * 2) = 0
        ring
      · change -2 * (a * 1) + a * 2 = 0
        ring

end

end SpuriousAcousticGap
```

```lean
#print axioms SpuriousAcousticGap.translation_zero_mode_iff
#print axioms SpuriousAcousticGap.spurious_acoustic_gap
```

```
'SpuriousAcousticGap.translation_zero_mode_iff' depends on axioms: [propext, Classical.choice, Quot.sound]
'SpuriousAcousticGap.spurious_acoustic_gap' depends on axioms: [propext, Classical.choice, Quot.sound]
```

### From the two overlaps to the Rayleigh bound

`translation_overlaps` proves u·u = ∑ M_k and z·u = ∑ Z_k term by term; positive masses are what allow the square roots to cancel. `dynMatrix_mulVec` expands D x component by component, and `energy` takes the scalar product of the result with x.

In `translation_zero_mode_iff`, the forward direction puts D u = 0 into the energy formula and obtains c Q² = 0. The reverse direction uses the formula for D x with Q = 0.

`posDef_of_charged` first checks that D is symmetric. It then splits the non-negative short-range energy into the positive case and the zero case with `rcases h1.lt_or_eq`. In the zero case, Mathlib's `dotProduct_mulVec_zero_iff` does the work of the factorisation D0 = BᵀB and returns D0 x = 0. The assumption on the kernel then writes x as a u, and `positivity` finishes from a Q ≠ 0 and c > 0.

The Rayleigh principle takes three lemmas. `shift_mulVec` computes (A − l1) x = A x − l x. `eigenvalues_mem` connects Mathlib's spectral decomposition with `eigenvalueSet`, by supplying a nonzero eigenvector for each listed eigenvalue. In `shifted_posSemidef`, an eigenvalue μ of the shifted matrix makes μ + l an eigenvalue of A. Since l is the least one, l ≤ μ + l, and so μ ≥ 0. A symmetric matrix whose eigenvalues are all non-negative is positive semidefinite.

`spurious_acoustic_gap` puts these together. The nonzero charge sum supplies an atom, so the set of eigenvalues is not empty; the set is also finite, and `Set.exists_min_image` picks its smallest member. Positivity follows from the energy of the corresponding eigenvector. For the upper bound, the proof applies `shifted_posSemidef` to the trial vector `translation M` and rewrites the inequality with `energy` and the two overlaps. What remains is λ ∑ M_k ≤ c Q², and `le_div_iff₀` converts the stated bound into this form by using the positive total mass.
